# For linearly independent error vectors with Gram matrix B, the least squared DIIS error is 1/(1ᵀB⁻¹1)

The error vectors stored by DIIS (direct inversion in the iterative subspace) are modelled as a finite family e_i in an arbitrary real inner product space, without the Fock matrices or amplitudes that produced them. They are assumed to be linearly independent, which makes their Gram matrix B invertible. The DIIS error is the combination ∑ c_i e_i with real coefficients that sum to one, and its squared norm is minimised over those coefficients.

```lean
import Mathlib

open Matrix

namespace DIISLagrangeSystem

noncomputable section

variable {ι E : Type*} [NormedAddCommGroup E] [InnerProductSpace ℝ E]

/-- The DIIS matrix `B` of inner products between the stored error vectors. -/
def errorGram (e : ι → E) : Matrix ι ι ℝ :=
  Matrix.of fun i j => inner ℝ (e i) (e j)

variable [Fintype ι]

/-- The extrapolated error: the combination of the stored errors with coefficients `c`. -/
def extrapolated (e : ι → E) (c : ι → ℝ) : E := ∑ i, c i • e i

/-- Each entry of `B c` is the overlap of one stored error with the extrapolated error. -/
theorem errorGram_mulVec (e : ι → E) (c : ι → ℝ) (j : ι) :
    (errorGram e *ᵥ c) j = inner ℝ (e j) (extrapolated e c) := by
  simp only [errorGram, extrapolated, Matrix.mulVec, dotProduct, Matrix.of_apply,
    inner_sum, real_inner_smul_right]
  exact Finset.sum_congr rfl fun i _ => mul_comm _ _

/-- The inner product of two extrapolated errors is the bilinear form of `B` in their
coefficients. -/
theorem inner_extrapolated (e : ι → E) (d c : ι → ℝ) :
    inner ℝ (extrapolated e d) (extrapolated e c) = d ⬝ᵥ (errorGram e *ᵥ c) := by
  have h : extrapolated e d = ∑ i, d i • e i := rfl
  rw [h, sum_inner]
  simp only [dotProduct, errorGram_mulVec, real_inner_smul_left]

variable [DecidableEq ι]

/-- The number `t = 1ᵀ B⁻¹ 1`. -/
def diisWeight (e : ι → E) : ℝ := 1 ⬝ᵥ ((errorGram e)⁻¹ *ᵥ 1)

/-- The DIIS coefficients `c = B⁻¹ 1 / t`. -/
def diisCoeff (e : ι → E) : ι → ℝ :=
  (1 / diisWeight e) • ((errorGram e)⁻¹ *ᵥ 1)

/-- The DIIS matrix is invertible exactly when the stored errors are linearly independent. -/
theorem isUnit_det_errorGram_iff (e : ι → E) :
    IsUnit (errorGram e).det ↔ LinearIndependent ℝ e := by
  rw [Fintype.linearIndependent_iff]
  constructor
  · intro h g hg
    have hr : extrapolated e g = 0 := hg
    have hB : errorGram e *ᵥ g = 0 := by
      ext j
      rw [errorGram_mulVec, hr, inner_zero_right]
      rfl
    have hg0 : g = 0 := by
      calc g = ((errorGram e)⁻¹ * errorGram e) *ᵥ g := by
            rw [Matrix.nonsing_inv_mul _ h, Matrix.one_mulVec]
        _ = 0 := by rw [← Matrix.mulVec_mulVec, hB, Matrix.mulVec_zero]
    intro i
    rw [hg0]
    rfl
  · intro h
    rw [isUnit_iff_ne_zero]
    intro hdet
    -- a null vector of `B` would give a vanishing extrapolated error
    obtain ⟨v, hv, hBv⟩ := Matrix.exists_mulVec_eq_zero_iff.mpr hdet
    have h0 : inner ℝ (extrapolated e v) (extrapolated e v) = (0 : ℝ) := by
      rw [inner_extrapolated, hBv, dotProduct_zero]
    have hr : extrapolated e v = 0 := inner_self_eq_zero.mp h0
    exact hv (funext (h v hr))

/-- For a nonempty linearly independent set of errors, `t = 1ᵀ B⁻¹ 1` is positive. -/
theorem diisWeight_pos [Nonempty ι] {e : ι → E} (he : LinearIndependent ℝ e) :
    0 < diisWeight e := by
  have hu := (isUnit_det_errorGram_iff e).mpr he
  have hw : errorGram e *ᵥ ((errorGram e)⁻¹ *ᵥ 1) = 1 := by
    rw [Matrix.mulVec_mulVec, Matrix.mul_nonsing_inv _ hu, Matrix.one_mulVec]
  -- `t` is the squared norm of the error extrapolated with `B⁻¹ 1`
  have ht : diisWeight e = ‖extrapolated e ((errorGram e)⁻¹ *ᵥ 1)‖ ^ 2 := by
    rw [← real_inner_self_eq_norm_sq, inner_extrapolated, hw, dotProduct_comm]
    rfl
  have hne : extrapolated e ((errorGram e)⁻¹ *ᵥ 1) ≠ 0 := by
    intro h0
    obtain ⟨j⟩ := ‹Nonempty ι›
    have h1 := congrFun hw j
    rw [errorGram_mulVec, h0, inner_zero_right] at h1
    exact zero_ne_one h1
  rw [ht]
  exact pow_pos (norm_pos_iff.mpr hne) 2

/-- For a nonempty linearly independent set of errors, the DIIS Lagrange system `B c = μ 1`, `∑ c =
1` has exactly one solution: the DIIS coefficients with multiplier `μ = 1 / t`. -/
theorem lagrange_system_iff [Nonempty ι] {e : ι → E} (he : LinearIndependent ℝ e)
    (c : ι → ℝ) (μ : ℝ) :
    ((errorGram e *ᵥ c = fun _ => μ) ∧ ∑ i, c i = 1) ↔
      (c = diisCoeff e ∧ μ = 1 / diisWeight e) := by
  have hu := (isUnit_det_errorGram_iff e).mpr he
  have ht := (diisWeight_pos he).ne'
  have hsum : ∀ a : ℝ, ∑ i, (a • ((errorGram e)⁻¹ *ᵥ 1)) i = a * diisWeight e := by
    intro a
    simp only [diisWeight, dotProduct, Pi.smul_apply, smul_eq_mul, Pi.one_apply, one_mul,
      Finset.mul_sum]
  have hconst : ∀ a : ℝ, (fun _ : ι => a) = a • (1 : ι → ℝ) := by
    intro a
    ext i
    simp
  constructor
  · rintro ⟨hB, hs⟩
    -- invert `B`, then fix the multiplier by the normalisation
    have hc : c = μ • ((errorGram e)⁻¹ *ᵥ 1) := by
      calc c = ((errorGram e)⁻¹ * errorGram e) *ᵥ c := by
            rw [Matrix.nonsing_inv_mul _ hu, Matrix.one_mulVec]
        _ = μ • ((errorGram e)⁻¹ *ᵥ 1) := by
            rw [← Matrix.mulVec_mulVec, hB, hconst, Matrix.mulVec_smul]
    have hμ : μ = 1 / diisWeight e := by
      rw [hc, hsum] at hs
      exact (eq_div_iff ht).mpr hs
    exact ⟨by rw [hc, hμ]; rfl, hμ⟩
  · rintro ⟨rfl, rfl⟩
    refine ⟨?_, ?_⟩
    · rw [diisCoeff, Matrix.mulVec_smul, Matrix.mulVec_mulVec,
        Matrix.mul_nonsing_inv _ hu, Matrix.one_mulVec, hconst]
    · rw [diisCoeff, hsum]
      exact one_div_mul_cancel ht

/-- For linearly independent errors and coefficients `d` summing to one, the extrapolated error has
inner product `1 / t` with the DIIS extrapolated error. -/
theorem inner_diis [Nonempty ι] {e : ι → E} (he : LinearIndependent ℝ e)
    {d : ι → ℝ} (hd : ∑ i, d i = 1) :
    inner ℝ (extrapolated e d) (extrapolated e (diisCoeff e)) = 1 / diisWeight e := by
  have h := ((lagrange_system_iff he (diisCoeff e) _).mpr ⟨rfl, rfl⟩).1
  rw [inner_extrapolated, h]
  simp only [dotProduct]
  rw [← Finset.sum_mul, hd, one_mul]

/-- For a nonempty linearly independent set of errors, `B` is invertible, `t = 1ᵀ B⁻¹ 1` is
positive, and `c = B⁻¹ 1 / t` sums to one with squared extrapolated error `1 / t`. -/
theorem diis_solution [Nonempty ι] {e : ι → E} (he : LinearIndependent ℝ e) :
    IsUnit (errorGram e).det ∧ 0 < diisWeight e ∧ ∑ i, diisCoeff e i = 1 ∧
      ‖extrapolated e (diisCoeff e)‖ ^ 2 = 1 / diisWeight e := by
  have hs := ((lagrange_system_iff he (diisCoeff e) _).mpr ⟨rfl, rfl⟩).2
  refine ⟨(isUnit_det_errorGram_iff e).mpr he, diisWeight_pos he, hs, ?_⟩
  rw [← real_inner_self_eq_norm_sq]
  exact inner_diis he hs

/-- For linearly independent errors and coefficients summing to one, the squared extrapolated error
is `1 / t` plus the squared distance to the DIIS extrapolated error. -/
theorem error_excess {e : ι → E} (he : LinearIndependent ℝ e)
    {d : ι → ℝ} (hd : ∑ i, d i = 1) :
    ‖extrapolated e d‖ ^ 2 = 1 / diisWeight e +
      ‖extrapolated e d - extrapolated e (diisCoeff e)‖ ^ 2 := by
  rcases isEmpty_or_nonempty ι with h | h
  · simp at hd
  · rw [norm_sub_sq_real, inner_diis he hd, (diis_solution he).2.2.2]
    ring

/-- For linearly independent errors, any other coefficients summing to one give an extrapolated
error of strictly larger squared norm than the DIIS coefficients. -/
theorem diis_strict_minimum {e : ι → E} (he : LinearIndependent ℝ e)
    {d : ι → ℝ} (hd : ∑ i, d i = 1) (hne : d ≠ diisCoeff e) :
    ‖extrapolated e (diisCoeff e)‖ ^ 2 < ‖extrapolated e d‖ ^ 2 := by
  rcases isEmpty_or_nonempty ι with h | h
  · simp at hd
  · have hr : extrapolated e d - extrapolated e (diisCoeff e) ≠ 0 := by
      intro h0
      apply hne
      have h1 : ∑ i, (d i - diisCoeff e i) • e i = 0 := by
        simp only [sub_smul, Finset.sum_sub_distrib]
        exact h0
      ext i
      exact sub_eq_zero.mp (Fintype.linearIndependent_iff.mp he _ h1 i)
    have hp := pow_pos (norm_pos_iff.mpr hr) 2
    rw [error_excess he hd, (diis_solution he).2.2.2]
    linarith

/-- For mutually orthogonal nonzero errors, each DIIS coefficient is the inverse squared norm of
its error, normalised to unit sum. -/
theorem diisCoeff_orthogonal {e : ι → E} (h0 : ∀ i, e i ≠ 0)
    (ho : Pairwise fun i j => inner ℝ (e i) (e j) = (0 : ℝ)) (i : ι) :
    diisCoeff e i = (‖e i‖ ^ 2)⁻¹ / ∑ j, (‖e j‖ ^ 2)⁻¹ := by
  have : Nonempty ι := ⟨i⟩
  have he : LinearIndependent ℝ e := linearIndependent_of_ne_zero_of_inner_eq_zero h0 ho
  have hn : ∀ j, 0 < ‖e j‖ ^ 2 := fun j => pow_pos (norm_pos_iff.mpr (h0 j)) 2
  have hs : 0 < ∑ j, (‖e j‖ ^ 2)⁻¹ :=
    Finset.sum_pos (fun j _ => inv_pos.mpr (hn j)) Finset.univ_nonempty
  -- check the Lagrange system and use uniqueness of its solution
  have key := (lagrange_system_iff he (fun k => (‖e k‖ ^ 2)⁻¹ / ∑ j, (‖e j‖ ^ 2)⁻¹)
    (1 / ∑ j, (‖e j‖ ^ 2)⁻¹)).mp ⟨by
      ext j
      simp only [Matrix.mulVec, dotProduct, errorGram, Matrix.of_apply]
      rw [Finset.sum_eq_single j]
      · rw [real_inner_self_eq_norm_sq, ← mul_div_assoc, mul_inv_cancel₀ (hn j).ne']
      · intro k _ hk
        have hjk : inner ℝ (e j) (e k) = (0 : ℝ) := ho hk.symm
        rw [hjk, zero_mul]
      · intro hj
        exact absurd (Finset.mem_univ j) hj, by
      rw [← Finset.sum_div]
      exact div_self hs.ne'⟩
  exact (congrFun key.1 i).symm

end

end DIISLagrangeSystem
```

```lean
#print axioms DIISLagrangeSystem.isUnit_det_errorGram_iff
-- 'DIISLagrangeSystem.isUnit_det_errorGram_iff' depends on axioms: [propext, Classical.choice, Quot.sound]
#print axioms DIISLagrangeSystem.diis_strict_minimum
-- 'DIISLagrangeSystem.diis_strict_minimum' depends on axioms: [propext, Classical.choice, Quot.sound]
#print axioms DIISLagrangeSystem.diisCoeff_orthogonal
-- 'DIISLagrangeSystem.diisCoeff_orthogonal' depends on axioms: [propext, Classical.choice, Quot.sound]
```

The matrix `errorGram e` has entries B_ij = ⟨e_i, e_j⟩, and `extrapolated e c` is the combined error r(c) = ∑ c_i e_i. With 1 also denoting the vector of ones, `diisWeight e` is t = 1ᵀB⁻¹1 and `diisCoeff e` is c = B⁻¹1/t. For a nonempty independent family, `diis_solution` states that B is invertible (`IsUnit` of its determinant), that t > 0, that the coefficients sum to one, and that ‖r(c)‖² = 1/t.

Everything rests on two identities, `errorGram_mulVec` and `inner_extrapolated`, which follow from linearity of the inner product:

(Bc)_j = ∑ᵢ ⟨e_j, e_i⟩ c_i = ⟨e_j, r(c)⟩

dᵀBc = ⟨r(d), r(c)⟩

They settle invertibility in `isUnit_det_errorGram_iff`. If Bv = 0, then ‖r(v)‖² = vᵀBv = 0, so r(v) = 0, and independence gives v = 0. Conversely, if B is invertible and r(g) = 0, then Bg = 0 and hence g = 0. Lean obtains the vector v from the assumption that the determinant vanishes.

For positivity, `diisWeight_pos` sets w = B⁻¹1. Then Bw = 1, and

t = 1ᵀw = wᵀBw = ‖r(w)‖².

The vector r(w) is not zero, because its overlap with every stored error is (Bw)_j = 1. This is where at least one stored error is needed.

Minimising ½‖r(c)‖² under the constraint ∑ c_i = 1, with multiplier μ, gives the Lagrange system

Bc = μ1, ∑ c_i = 1.

The first equation gives c = μw. Summing the components gives μt = 1, so μ = 1/t and c = B⁻¹1/t. Substituting back shows that this pair does solve the system; `lagrange_system_iff` contains both directions. The squared error follows at once:

‖r(c)‖² = cᵀBc = μ ∑ c_i = 1/t.

That this stationary point is the minimum is shown separately. For any d summing to one, `inner_diis` gives ⟨r(d), r(c)⟩ = dᵀBc = 1/t. Expanding the square of the difference,

‖r(d) − r(c)‖² = ‖r(d)‖² − 2/t + 1/t,

which rearranges to `error_excess`:

‖r(d)‖² = 1/t + ‖r(d) − r(c)‖².

If d ≠ c, independence makes the last term positive, and this is `diis_strict_minimum`. These two theorems need no separate nonemptiness hypothesis, since an empty sum cannot equal one.

When the errors are nonzero and mutually orthogonal, B is diagonal and Bc = μ1 reads ‖e_i‖² c_i = μ. Each coefficient is then proportional to 1/‖e_i‖². The proof of `diisCoeff_orthogonal` checks that these normalised weights solve the Lagrange system and appeals to uniqueness.

As a small instance, take e_1 = (2, 0) and e_2 = (−1, 1) in the plane. Then

B = [[4, −2], [−2, 2]], B⁻¹1 = (1, 3/2), t = 5/2, c = (2/5, 3/5).

The extrapolated error is (1/5, 3/5), with squared norm 2/5 = 1/t, compared with 4 and 2 for the stored errors. Equal weights give (1/2, 1/2), with squared norm 1/2. The excess of 1/10 is the squared distance between the two extrapolated errors.

In a self-consistent field calculation, e_i is commonly the matrix FDS − SDF flattened into a vector, where F, D and S are the Fock, density and overlap matrices. A code can solve for the coefficients and the multiplier together:

[[B, 1], [1ᵀ, 0]] (c, −μ) = (0, 1)

It then forms the extrapolated Fock matrix ∑ c_i F_i, whose generalised eigenvalue problem with the overlap matrix S gives the next orbitals. With this sign convention, the solved μ is itself the squared norm of the extrapolated error.

The result concerns this one linear extrapolation step, for exact arithmetic and independent errors. It does not address convergence of the iteration, or the ill-conditioning of B when stored errors become nearly dependent. Nor is r(c) in general the true residual of the combined trial solution, because the residual of a self-consistent problem is usually nonlinear.
